# The product of two s-type London orbitals is a Gaussian with a complex centre

A London orbital is an atomic orbital, here an s-type Gaussian, multiplied by a plane wave. It is used for molecules in a magnetic field, where the plane wave carries the dependence on the gauge origin. In one dimension, with exponent $a>0$, real centre $A$ and real wave number $k$, it is

$$\omega_{a,A,k}(x)=e^{ikx-a(x-A)^2}.$$

It has no polynomial factor and is not normalised. The second orbital has exponent $b>0$, centre $B$ and wave number $l$. The first orbital is the conjugated one, which fixes the sign of $q$ in

$$p=a+b,\qquad q=l-k,\qquad P=\frac{aA+bB}{p},\qquad Z=P+\frac{iq}{2p}.$$

The letter $B$ always means a centre, never the magnetic field.

## Complex centre, prefactor and overlap

For every real $x$,

$$\overline{\omega_{a,A,k}(x)}\,\omega_{b,B,l}(x)=K\,e^{-p(x-Z)^2},\qquad K=\exp\!\Big(-\frac{ab(A-B)^2}{p}-\frac{q^2}{4p}+iqP\Big),$$

with

$$|K|=\exp\!\Big(-\frac{ab(A-B)^2}{p}-\frac{q^2}{4p}\Big).$$

No other pair of complex constants $K,Z$ gives the product in this form on the whole real line. The overlap integral is $K\sqrt{\pi/p}$. For normalised orbitals it becomes $K\sqrt{2\sqrt{ab}/p}$, because the squared norm of $\omega_{a,A,k}$ is $\sqrt{\pi/(2a)}$.

## Use in integral codes for magnetic fields

Electronic-structure codes for molecules in a magnetic field can take $K$ and $Z$ as the starting data for integrals over London orbitals; the formulas here supply them for s-type primitives. With $q=0$ they reduce to the usual Gaussian product rule.

The factor $e^{-q^2/(4p)}$ in $|K|$ describes the overlap, not the size of the product at a point. On the real line the Gaussian with centre $Z$ has modulus $e^{-p(x-P)^2+q^2/(4p)}$, which cancels that factor. A small $|K|$ therefore signals a small overlap, while the product itself may still be large near $P$.

Only the difference of the wave numbers enters. In a uniform field, moving the gauge origin adds the same vector to all wave vectors, so orbital products, and the overlaps built from them, must stay the same.

## Completing the square with an imaginary shift

Conjugation reverses the sign of $ik$ and leaves the real Gaussian alone. The exponent of the product is therefore

$$-a(x-A)^2-b(x-B)^2+iqx.$$

Adding a common $g$ to $k$ and $l$ does not change $q$, and so does not change the product.

The real quadratic terms combine as

$$a(x-A)^2+b(x-B)^2=p(x-P)^2+\frac{ab(A-B)^2}{p},$$

since $aA^2+bB^2-pP^2=\big[(a+b)(aA^2+bB^2)-(aA+bB)^2\big]/p=ab(A-B)^2/p$.

Now put $u=x-P$, so that $iqx=iqu+iqP$. Because $i^2=-1$,

$$-pu^2+iqu=-p\Big(u-\frac{iq}{2p}\Big)^2-\frac{q^2}{4p}.$$

Here $u-iq/(2p)=x-Z$, and the terms free of $x$ form the exponent of $K$. Its only imaginary term is $iqP$, a pure phase, so the real terms give $|K|$.

For uniqueness, suppose that $K'e^{-p(x-Z')^2}$ is the same function of real $x$. Division gives

$$K\exp\!\big(2p(Z-Z')x+p(Z'^2-Z^2)\big)=K'.$$

The right side is constant, so the derivative of the left side at $x=0$ vanishes. Since $K$, $p$ and the exponential are nonzero, $Z'=Z$. Setting $x=0$ in the original equality then gives $K'=K$.

For the overlap, let $F(Z)=\int_{-\infty}^{\infty}e^{-p(x-Z)^2}\,dx$ for complex $Z$. Then

$$F'(Z)=\int_{-\infty}^{\infty}2p(x-Z)e^{-p(x-Z)^2}\,dx=-\Big[e^{-p(x-Z)^2}\Big]_{-\infty}^{\infty}=0,$$

so $F(Z)=F(0)=\sqrt{\pi/p}$.

In several dimensions the exponent is a sum over Cartesian directions, and the orbital is a product of one-dimensional ones. The subscript $i$ below labels the direction and is not the imaginary unit. Applying the result in each direction gives a prefactor $\prod_i K_i$ and centres $Z_i$. Multiplying the moduli adds their exponents:

$$\Big|\prod_i K_i\Big|=\exp\!\Big(-\frac{ab\sum_i(A_i-B_i)^2}{p}-\frac{\sum_i(l_i-k_i)^2}{4p}\Big).$$

## Lean source

```lean
import Mathlib

open Complex ComplexConjugate

namespace LondonOrbitals

noncomputable section

/-- A one-dimensional London orbital: a Gaussian with exponent `a` and centre `A`, times a
plane wave with wave number `k`. -/
def orbital (a A k x : ℝ) : ℂ :=
  Complex.exp (I * (k * x) - a * ((x : ℂ) - A) ^ 2)

/-- The exponent-weighted mean `P` of the two centres, for `a + b ≠ 0`. -/
def realCentre (a b A B : ℝ) : ℝ := (a * A + b * B) / (a + b)

/-- The complex centre `P + i q / (2 (a + b))` of the product Gaussian, for `a + b ≠ 0`. -/
def complexCentre (a b A B q : ℝ) : ℂ :=
  realCentre a b A B + I * q / (2 * ((a : ℂ) + b))

/-- The constant `K` in front of the product Gaussian, for `a + b ≠ 0`. -/
def prefactor (a b A B q : ℝ) : ℂ :=
  Complex.exp (-(a * b * ((A : ℂ) - B) ^ 2 / (a + b)) - (q : ℂ) ^ 2 / (4 * (a + b))
    + I * (q * realCentre a b A B))

/-- Complex conjugation of a London orbital reverses its wave number. -/
theorem conj_orbital (a A k x : ℝ) : conj (orbital a A k x) = orbital a A (-k) x := by
  unfold orbital
  rw [← Complex.exp_conj]
  congr 1
  simp only [map_sub, map_mul, map_pow, conj_I, conj_ofReal, ofReal_neg]
  ring

/-- Gaussian product theorem for London orbitals with positive exponents: the product, with the
first orbital conjugated, is a single Gaussian about a complex centre, and the modulus of its
prefactor decays with the distance of the centres and with the difference of the wave numbers. -/
theorem orbital_product {a b : ℝ} (ha : 0 < a) (hb : 0 < b) (A B k l : ℝ) :
    (∀ x : ℝ, conj (orbital a A k x) * orbital b B l x =
      prefactor a b A B (l - k) *
        Complex.exp (-((a : ℂ) + b) * ((x : ℂ) - complexCentre a b A B (l - k)) ^ 2)) ∧
    ‖prefactor a b A B (l - k)‖ =
      Real.exp (-(a * b * (A - B) ^ 2 / (a + b)) - (l - k) ^ 2 / (4 * (a + b))) := by
  have hp : (a : ℂ) + b ≠ 0 := by exact_mod_cast (add_pos ha hb).ne'
  constructor
  · intro x
    rw [conj_orbital]
    unfold orbital prefactor complexCentre realCentre
    rw [← Complex.exp_add, ← Complex.exp_add]
    congr 1
    push_cast
    -- completing the square; the square of the imaginary shift uses `I ^ 2 = -1`
    linear_combination (norm := (field_simp; ring))
      (((l : ℂ) - k) ^ 2 / (4 * ((a : ℂ) + b))) * I_sq
  · -- split the exponent into its real part and a pure phase
    have h : prefactor a b A B (l - k) =
        Complex.exp (((-(a * b * (A - B) ^ 2 / (a + b)) - (l - k) ^ 2 / (4 * (a + b)) : ℝ) : ℂ)
          + (((l - k) * realCentre a b A B : ℝ) : ℂ) * I) := by
      unfold prefactor
      congr 1
      push_cast
      ring
    rw [h, Complex.exp_add, norm_mul, Complex.norm_exp_ofReal_mul_I, mul_one,
      Complex.norm_exp, Complex.ofReal_re]

/-- For positive exponents, a constant `K` and a complex centre `Z` represent the orbital product,
with the first orbital conjugated, as a Gaussian of exponent `a + b` on the whole real line exactly
when they are the prefactor and the complex centre defined above. -/
theorem product_representation_iff {a b : ℝ} (ha : 0 < a) (hb : 0 < b) (A B k l : ℝ)
    (K Z : ℂ) :
    (∀ x : ℝ, conj (orbital a A k x) * orbital b B l x =
      K * Complex.exp (-((a : ℂ) + b) * ((x : ℂ) - Z) ^ 2)) ↔
    K = prefactor a b A B (l - k) ∧ Z = complexCentre a b A B (l - k) := by
  have hp : (a : ℂ) + b ≠ 0 := by exact_mod_cast (add_pos ha hb).ne'
  have hprod := (orbital_product ha hb A B k l).1
  have hK : prefactor a b A B (l - k) ≠ 0 := Complex.exp_ne_zero _
  generalize prefactor a b A B (l - k) = K₀ at *
  generalize complexCentre a b A B (l - k) = Z₀ at *
  constructor
  · intro h
    -- the ratio of the two Gaussians is the exponential of a linear function
    have hconst : ∀ x : ℝ, K₀ * Complex.exp (2 * ((a : ℂ) + b) * (Z₀ - Z) * x
        + ((a : ℂ) + b) * (Z ^ 2 - Z₀ ^ 2)) = K := by
      intro x
      have hx := (hprod x).symm.trans (h x)
      apply mul_right_cancel₀ (Complex.exp_ne_zero (-((a : ℂ) + b) * ((x : ℂ) - Z) ^ 2))
      rw [← hx, mul_assoc, ← Complex.exp_add]
      congr 2
      ring
    -- it is constant, so its slope vanishes
    have h1 := ((((hasDerivAt_id (0 : ℝ)).ofReal_comp.const_mul
      (2 * ((a : ℂ) + b) * (Z₀ - Z))).add_const
      (((a : ℂ) + b) * (Z ^ 2 - Z₀ ^ 2))).cexp).const_mul K₀
    have h2 : HasDerivAt (fun x : ℝ => K₀ * Complex.exp (2 * ((a : ℂ) + b) * (Z₀ - Z) * x
        + ((a : ℂ) + b) * (Z ^ 2 - Z₀ ^ 2))) 0 0 := by
      rw [funext hconst]
      exact hasDerivAt_const _ _
    have h3 := (mul_eq_zero.mp (h1.unique h2)).resolve_left hK
    have h4 := (mul_eq_zero.mp h3).resolve_left (Complex.exp_ne_zero _)
    rw [Complex.ofReal_one, mul_one] at h4
    have h5 := (mul_eq_zero.mp h4).resolve_left (mul_ne_zero two_ne_zero hp)
    have hZ : Z = Z₀ := (sub_eq_zero.mp h5).symm
    subst hZ
    exact ⟨mul_right_cancel₀ (Complex.exp_ne_zero _) ((h 0).symm.trans (hprod 0)), rfl⟩
  · rintro ⟨rfl, rfl⟩
    exact hprod

/-- The overlap integral of two London orbitals with positive exponents is the prefactor
times `√(π / (a + b))`. -/
theorem overlap {a b : ℝ} (ha : 0 < a) (hb : 0 < b) (A B k l : ℝ) :
    ∫ x : ℝ, conj (orbital a A k x) * orbital b B l x =
      prefactor a b A B (l - k) * (Real.sqrt (Real.pi / (a + b)) : ℂ) := by
  have hpos : 0 < a + b := add_pos ha hb
  have hp : (a : ℂ) + b ≠ 0 := by exact_mod_cast hpos.ne'
  simp_rw [(orbital_product ha hb A B k l).1]
  rw [MeasureTheory.integral_const_mul]
  congr 1
  generalize complexCentre a b A B (l - k) = Z
  have hre : (-((a : ℂ) + b)).re < 0 := by
    simp only [neg_re, add_re, ofReal_re]
    linarith
  -- expand the square and use the general complex Gaussian integral
  have hexp : ∀ x : ℝ, Complex.exp (-((a : ℂ) + b) * ((x : ℂ) - Z) ^ 2) =
      Complex.exp (-((a : ℂ) + b) * (x : ℂ) ^ 2 + 2 * ((a : ℂ) + b) * Z * x
        + -((a : ℂ) + b) * Z ^ 2) := by
    intro x
    congr 1
    ring
  have hzero : -((a : ℂ) + b) * Z ^ 2
      - (2 * ((a : ℂ) + b) * Z) ^ 2 / (4 * -((a : ℂ) + b)) = 0 := by
    field_simp
    ring
  simp_rw [hexp]
  rw [integral_cexp_quadratic hre, hzero, Complex.exp_zero, mul_one, neg_neg,
    Real.sqrt_eq_rpow, Complex.ofReal_cpow (div_nonneg Real.pi_pos.le hpos.le)]
  push_cast
  rfl

/-- Adding the same wave number `g` to both London orbitals leaves the product of the conjugated
first orbital with the second unchanged. -/
theorem product_common_shift (a b A B k l g x : ℝ) :
    conj (orbital a A (k + g) x) * orbital b B (l + g) x =
      conj (orbital a A k x) * orbital b B l x := by
  rw [conj_orbital, conj_orbital]
  unfold orbital
  rw [← Complex.exp_add, ← Complex.exp_add]
  congr 1
  push_cast
  ring

variable {ι : Type*} [Fintype ι]

/-- A London orbital in any finite dimension, with centre `A` and wave vector `k`. -/
def orbitalN (a : ℝ) (A k x : ι → ℝ) : ℂ :=
  Complex.exp (I * ∑ i, (k i : ℂ) * x i - a * ∑ i, ((x i : ℂ) - A i) ^ 2)

/-- A London orbital is the product of one-dimensional ones along the Cartesian directions. -/
theorem orbitalN_eq_prod (a : ℝ) (A k x : ι → ℝ) :
    orbitalN a A k x = ∏ i, orbital a (A i) (k i) (x i) := by
  unfold orbitalN orbital
  rw [← Complex.exp_sum, Finset.sum_sub_distrib, Finset.mul_sum, Finset.mul_sum]

/-- Gaussian product theorem for London orbitals with positive exponents in any finite
dimension, with the modulus of the prefactor. -/
theorem orbitalN_product {a b : ℝ} (ha : 0 < a) (hb : 0 < b) (A B k l : ι → ℝ) :
    (∀ x : ι → ℝ, conj (orbitalN a A k x) * orbitalN b B l x =
      (∏ i, prefactor a b (A i) (B i) (l i - k i)) * Complex.exp (-((a : ℂ) + b) *
        ∑ i, ((x i : ℂ) - complexCentre a b (A i) (B i) (l i - k i)) ^ 2)) ∧
    ‖∏ i, prefactor a b (A i) (B i) (l i - k i)‖ =
      Real.exp (-(a * b * (∑ i, (A i - B i) ^ 2) / (a + b))
        - (∑ i, (l i - k i) ^ 2) / (4 * (a + b))) := by
  constructor
  · intro x
    -- apply the one-dimensional theorem in each direction
    rw [orbitalN_eq_prod, orbitalN_eq_prod, map_prod, ← Finset.prod_mul_distrib,
      Finset.mul_sum, Complex.exp_sum, ← Finset.prod_mul_distrib]
    exact Finset.prod_congr rfl fun i _ =>
      (orbital_product ha hb (A i) (B i) (k i) (l i)).1 (x i)
  · rw [norm_prod, Finset.prod_congr rfl fun i _ =>
      (orbital_product ha hb (A i) (B i) (k i) (l i)).2, ← Real.exp_sum]
    congr 1
    simp only [Finset.sum_sub_distrib, Finset.sum_neg_distrib, Finset.mul_sum, Finset.sum_div]

end

end LondonOrbitals
```

```lean
#print axioms LondonOrbitals.orbital_product
#print axioms LondonOrbitals.overlap
#print axioms LondonOrbitals.product_common_shift
#print axioms LondonOrbitals.orbitalN_product
```

```
'LondonOrbitals.orbital_product' depends on axioms: [propext, Classical.choice, Quot.sound]
'LondonOrbitals.overlap' depends on axioms: [propext, Classical.choice, Quot.sound]
'LondonOrbitals.product_common_shift' depends on axioms: [propext, Classical.choice, Quot.sound]
'LondonOrbitals.orbitalN_product' depends on axioms: [propext, Classical.choice, Quot.sound]
```

## Lean names and their physical meaning

`orbital a A k x` is $\omega_{a,A,k}(x)$, with real parameters and a complex value. `realCentre`, `complexCentre` and `prefactor` are $P$, $Z$ and $K$. The last two take $q$ as their final argument, and the theorems supply `l - k`. `conj` is complex conjugation, and the norm bars denote the modulus.

`orbital_product` states the product formula at every real $x$ together with the value of $|K|$. `product_representation_iff` says that two complex constants represent the product with exponent $a+b$ exactly when they are the defined prefactor and centre. `overlap` gives the integral over the real line. `product_common_shift` states the invariance under a common $g$, for all real exponents.

For several dimensions, `orbitalN` takes centres, wave vectors and positions as real functions on a finite index type `ι`; three indices give ordinary space. `orbitalN_product` gives the product formula and the modulus, with the squared distances written as sums of squares.

## How Lean checks the square, the constants and the integral

`conj_orbital` moves conjugation inside the exponential and reverses the wave number. In `orbital_product`, `Complex.exp_add` merges the exponentials on each side, and `congr 1` leaves an equation between exponents. The `linear_combination` step completes the square: it adds $q^2/(4p)$ times the identity `I_sq`, the one place where $i^2=-1$ is needed. For the modulus, the exponent is rewritten as a real number plus a real multiple of `I`, and the second part contributes a factor of modulus one.

In `product_representation_iff`, `K₀` and `Z₀` are the defined constants, while `K` and `Z` are the candidates written $K'$ and $Z'$ above. `hconst` is the constant ratio. `h1` and `h2` give its derivative at zero in two ways, and `h3` to `h5` remove the nonzero factors until the centres agree. Evaluation at $x=0$ settles the prefactor.

`overlap` takes a different route from the derivative of $F$. It expands the square and applies Mathlib's complex Gaussian integral, `integral_cexp_quadratic`; `hzero` shows that the remaining exponent vanishes.

`orbitalN_eq_prod` turns the exponential of a sum into a product. `orbitalN_product` then uses the one-dimensional theorem in each direction and collects the exponents.

## From the proved formulas to a working program

The theorems fix the signs, the factors of two and the phase of $K$ for real parameters and positive exponents. They treat real and complex numbers, not floating-point values, so overflow and cancellation remain matters for the implementation.

The wave vectors are free parameters. The step to a molecule in a uniform field is to set each one to minus the vector potential at the orbital's centre, taken in the symmetric gauge, in atomic units and for the usual sign of the electron's charge. The theorems neither assume nor derive this choice.

Uniqueness and the overlap are stated in one dimension only. Orbitals with angular momentum carry polynomial factors, and Coulomb integrals involve further functions of the complex centre; neither is treated here.
